# Commensurate approximants to any modulation vector, with mismatch below $1/Q$ and $N \le Q^n$

Let $q \in \mathbb{R}^n$ be a modulation vector, with components in units of the reciprocal basis vectors, and let $Q \ge 1$ be an integer. Then there are an integer $N$ with $1 \le N \le Q^n$ and an integer vector $k$ such that

$$|N q_i - k_i| < \frac{1}{Q} \quad \text{for every } i .$$

A charge-density wave or a spin spiral often has a wave vector that fits no supercell, while a supercell calculation with ordinary periodic boundary conditions needs one that does. (Without spin-orbit coupling, a spin spiral can also be treated in the primitive cell, by the generalized Bloch theorem.) Replacing $q$ by $k/N$ gives a wave that repeats after $N$ cells along each axis. For a single wave vector, the theorem bounds the $N$ needed for a given tolerance. Here $Q$ is not a scattering vector: $1/Q$ is the accepted mismatch, so a shift by $N$ cells along one axis costs a phase error below $2\pi/Q$. Likewise $k$ is a vector of integers, not a Bloch wave vector.

## Sorting the multiples of $q$ into boxes

Write $\{x\} = x - \lfloor x \rfloor$ for the fractional part, which lies in $[0,1)$ for negative $x$ too. Cut $[0,1)$ into $Q$ half-open boxes of length $1/Q$, so that $x$ falls in box number $\lfloor Q\{x\} \rfloor$. If $x$ and $y$ share box $c$, then $Q\{x\}$ and $Q\{y\}$ both lie in $[c, c+1)$, and therefore $|\{x\} - \{y\}| < 1/Q$.

Boxing every component divides the unit cube into $Q^n$ boxes. The multiples $0, q, 2q, \dots, Q^n q$ number $Q^n + 1$, so two of them, $aq$ and $bq$ with $a < b$, share a box. Put $N = b - a$ and $k_i = \lfloor b q_i \rfloor - \lfloor a q_i \rfloor$. Then $1 \le N \le Q^n$ and

$$N q_i - k_i = \{b q_i\} - \{a q_i\},$$

which is smaller than $1/Q$ in absolute value.

## Three consequences by hand

**Shifting the wave.** Take $\cos(2\pi \sum_i q_i r_i + \varphi)$ at a lattice point $r \in \mathbb{Z}^n$, with $\varphi$ an arbitrary phase. A translation by $N m$, with $m \in \mathbb{Z}^n$, adds to the argument

$$2\pi \sum_i (N q_i - k_i)\, m_i + 2\pi \sum_i k_i m_i .$$

The second term is a whole number of turns. The cosine changes by no more than its argument does, so the wave changes by at most $(2\pi/Q) \sum_i |m_i|$.

**Large approximants.** Suppose that $q_j$ is irrational, and fix a bound $B$. None of the numbers $N q_j$ with $1 \le N \le B$ is an integer, so their distances to the integers stay above some $\delta > 0$. Choose $Q$ with $1/Q < \delta$; the $N$ supplied by the theorem must then exceed $B$. Since $N \le Q^n$, also $N |N q_i - k_i|^n < N/Q^n \le 1$, and division by $N^{n+1}$ gives

$$\left| q_i - \frac{k_i}{N} \right|^n < \frac{1}{N^{n+1}} .$$

**Sharpness.** Number the components $i = 0, \dots, n-1$ and let $q_i = 1/Q^{i+1}$. Suppose that $N \ge 1$ has all mismatches below $1/Q$, and that $N = Q^j m$ for some $j < n$, where $m$ is now an integer. Component $j$ gives $|m/Q - k_j| < 1/Q$, hence $|m - Q k_j| < 1$. An integer smaller than 1 in absolute value is zero, so $Q$ divides $m$ and $Q^{j+1}$ divides $N$. Starting from $j = 0$, where $m = N$, we reach $Q^n \mid N$ and so $N \ge Q^n$.

## The mismatch and the wave in Lean

```lean
import Mathlib

open Finset

namespace CommensurateApproximants

noncomputable section
```

A vector in $\mathbb{R}^n$ is a function `Fin n → ℝ`, with indices running from $0$ to $n-1$. The mismatch keeps its sign.

```lean
/-- The mismatch `N q_i - k_i` between `N` times the modulation vector `q` and the integer
vector `k`, in the `i`-th component. -/
def mismatch {n : ℕ} (q : Fin n → ℝ) (N : ℕ) (k : Fin n → ℤ) (i : Fin n) : ℝ :=
  N * q i - k i
```

The wave is a single cosine of unit amplitude, evaluated only at lattice points. Its argument `r` has integer coordinates in the direct basis, dual to the reciprocal basis used for `q`, so the factor $2\pi$ appears explicitly.

```lean
/-- A modulation wave of unit amplitude with wave vector `q` and phase `φ`, evaluated at the
lattice point `r`. -/
def modulation {n : ℕ} (q : Fin n → ℝ) (φ : ℝ) (r : Fin n → ℤ) : ℝ :=
  Real.cos (2 * Real.pi * ∑ i, q i * (r i : ℝ) + φ)
```

These definitions describe the geometry of one wave. That the energy or structure of a real crystal changes little when $q$ is replaced by $k/N$ is a physical assumption, to be checked for each material.

## Boxes and the approximation theorem

The first lemma says that the box number is one of $0, \dots, Q-1$. It follows from $\{x\} < 1$.

```lean
/-- When the unit interval is cut into `Q ≥ 1` equal boxes, the fractional part of any real
number lies in one of the boxes numbered `0, ..., Q - 1`. -/
theorem box_lt {Q : ℕ} (hQ : 1 ≤ Q) (x : ℝ) : ⌊(Q : ℝ) * Int.fract x⌋₊ < Q := by
  have hQ0 : (0 : ℝ) < Q := by exact_mod_cast hQ
  rw [Nat.floor_lt (mul_nonneg hQ0.le (Int.fract_nonneg x))]
  nlinarith [Int.fract_lt_one x]
```

The second is the estimate for two numbers in one box. The facts `h1` to `h4` place both scaled fractional parts between $c$ and $c+1$, and the last lines divide by $Q$.

```lean
/-- Two real numbers whose fractional parts lie in the same of `Q ≥ 1` equal boxes have
fractional parts that differ by less than `1/Q`. -/
theorem same_box {Q : ℕ} (hQ : 1 ≤ Q) {x y : ℝ}
    (h : ⌊(Q : ℝ) * Int.fract x⌋₊ = ⌊(Q : ℝ) * Int.fract y⌋₊) :
    |Int.fract x - Int.fract y| < 1 / (Q : ℝ) := by
  have hQ0 : (0 : ℝ) < Q := by exact_mod_cast hQ
  have h1 := Nat.floor_le (mul_nonneg hQ0.le (Int.fract_nonneg x))
  have h2 := Nat.lt_floor_add_one ((Q : ℝ) * Int.fract x)
  have h3 := Nat.floor_le (mul_nonneg hQ0.le (Int.fract_nonneg y))
  have h4 := Nat.lt_floor_add_one ((Q : ℝ) * Int.fract y)
  rw [h] at h1 h2
  have h5 : |(Q : ℝ) * (Int.fract x - Int.fract y)| < 1 := by
    rw [abs_lt]
    constructor <;> linarith
  rw [abs_mul, abs_of_pos hQ0] at h5
  rw [lt_div_iff₀ hQ0]
  linarith
```

In the main theorem, the hypothesis `hQ` is the only condition; `q` is arbitrary, rational or not. The function `f` sends the number $a$ to the box of $aq$. The intermediate claim `key` treats an ordered pair $a < b$ in one box: it supplies $N = b - a$ and the difference of floors, and the equation `e` is the identity for $N q_i - k_i$ derived above.

```lean
/-- For every real modulation vector `q` in `n` dimensions and every integer `Q ≥ 1` there are
an integer `N` with `1 ≤ N ≤ Q^n` and an integer vector `k` such that `|N q_i - k_i| < 1/Q`
in every component. -/
theorem exists_commensurate_approximant {n : ℕ} (q : Fin n → ℝ) {Q : ℕ} (hQ : 1 ≤ Q) :
    ∃ N : ℕ, 1 ≤ N ∧ N ≤ Q ^ n ∧
      ∃ k : Fin n → ℤ, ∀ i, |mismatch q N k i| < 1 / (Q : ℝ) := by
  -- the box in which the multiple `a q` falls, modulo reciprocal lattice vectors
  let f : Fin (Q ^ n + 1) → (Fin n → Fin Q) := fun a i =>
    ⟨⌊(Q : ℝ) * Int.fract ((a.val : ℝ) * q i)⌋₊, box_lt hQ _⟩
  -- two multiples in the same box give the approximant
  have key : ∀ a b : Fin (Q ^ n + 1), a < b → f b = f a →
      ∃ N : ℕ, 1 ≤ N ∧ N ≤ Q ^ n ∧
        ∃ k : Fin n → ℤ, ∀ i, |mismatch q N k i| < 1 / (Q : ℝ) := by
    intro a b hab h
    have hlt : a.val < b.val := hab
    have hb := b.isLt
    refine ⟨b.val - a.val, by omega, by omega,
      fun i => ⌊(b.val : ℝ) * q i⌋ - ⌊(a.val : ℝ) * q i⌋, fun i => ?_⟩
    have hbox := same_box hQ (congrArg Fin.val (congrFun h i))
    have e : mismatch q (b.val - a.val)
        (fun i => ⌊(b.val : ℝ) * q i⌋ - ⌊(a.val : ℝ) * q i⌋) i
        = Int.fract ((b.val : ℝ) * q i) - Int.fract ((a.val : ℝ) * q i) := by
      simp only [mismatch, Int.fract]
      rw [Nat.cast_sub hlt.le]
      push_cast
      ring
    rw [e]
    exact hbox
  -- there are more multiples than boxes
  obtain ⟨a, b, hab, h⟩ := Fintype.exists_ne_map_eq_of_card_lt f (by simp)
  rcases lt_or_gt_of_ne hab with hlt | hlt
  · exact key a b hlt h.symm
  · exact key b a hlt h
```

## The pigeonhole principle as a statement about types

The pair of multiples comes from the Mathlib lemma `Fintype.exists_ne_map_eq_of_card_lt`. It says that a function between finite types takes the same value at two different arguments whenever its target has fewer elements than its domain. Here the domain `Fin (Q ^ n + 1)` is the list of multiples, and the target `Fin n → Fin Q` is the set of boxes. The count is thus contained in the types, and `simp` evaluates the two cardinalities and compares them.

Two details follow from this encoding. An element of `Fin Q` is a number together with a proof that it is below `Q`, which is why `box_lt` is needed even to define `f`. The lemma also returns only $a \ne b$, without an order, whereas subtraction of natural numbers gives the intended difference only when the larger comes first. The proof therefore splits into two cases and applies `key` in each. Equality of the two boxes is an equality of functions, and `congrFun` reads it off component by component.

## Translating the modulation

In the next theorem one `N` serves for all phases `φ`, all lattice points `r` and all translations `m`. The bound grows with `m`, and it is informative only while it stays below 2, the largest change that a unit cosine can undergo.

```lean
/-- For every `Q ≥ 1` some `N` with `1 ≤ N ≤ Q^n` is an almost-period of the modulation:
translating by `N m`, with `m` any integer vector, changes the wave at every lattice point by
at most `(2π/Q) ∑ |m_i|`. -/
theorem modulation_almost_periodic {n : ℕ} (q : Fin n → ℝ) {Q : ℕ} (hQ : 1 ≤ Q) :
    ∃ N : ℕ, 1 ≤ N ∧ N ≤ Q ^ n ∧ ∀ (φ : ℝ) (r m : Fin n → ℤ),
      |modulation q φ (fun i => r i + N * m i) - modulation q φ r|
        ≤ 2 * Real.pi / Q * ∑ i, |(m i : ℝ)| := by
  obtain ⟨N, h1, h2, k, hk⟩ := exists_commensurate_approximant q hQ
  refine ⟨N, h1, h2, fun φ r m => ?_⟩
  -- the cosine is Lipschitz with constant one
  have lip : ∀ a b : ℝ, |Real.cos a - Real.cos b| ≤ |a - b| := by
    intro a b
    have h := Real.one_sub_sq_div_two_le_cos (x := a - b)
    rw [Real.cos_sub] at h
    apply sq_le_sq.mp
    nlinarith [Real.sin_sq_add_cos_sq a, Real.sin_sq_add_cos_sq b,
      sq_nonneg (Real.sin a - Real.sin b)]
  -- the phase splits into old phase, mismatch and a whole number of turns
  have hs : ∑ i, q i * ((r i + N * m i : ℤ) : ℝ) = ∑ i, q i * (r i : ℝ)
      + ∑ i, mismatch q N k i * (m i : ℝ) + ∑ i, (k i : ℝ) * (m i : ℝ) := by
    rw [← sum_add_distrib, ← sum_add_distrib]
    refine sum_congr rfl fun i _ => ?_
    unfold mismatch
    push_cast
    ring
  have e : 2 * Real.pi * ∑ i, q i * ((r i + N * m i : ℤ) : ℝ) + φ
      = (2 * Real.pi * ∑ i, q i * (r i : ℝ) + φ
        + 2 * Real.pi * ∑ i, mismatch q N k i * (m i : ℝ))
        + ((∑ i, k i * m i : ℤ) : ℝ) * (2 * Real.pi) := by
    rw [hs]
    push_cast
    ring
  have hsum : |∑ i, mismatch q N k i * (m i : ℝ)| ≤ 1 / (Q : ℝ) * ∑ i, |(m i : ℝ)| := by
    rw [mul_sum]
    refine (abs_sum_le_sum_abs _ _).trans (sum_le_sum fun i _ => ?_)
    rw [abs_mul]
    exact mul_le_mul_of_nonneg_right (hk i).le (abs_nonneg _)
  unfold modulation
  rw [e, Real.cos_add_int_mul_two_pi]
  refine (lip _ _).trans ?_
  rw [add_sub_cancel_left, abs_mul, abs_of_pos Real.two_pi_pos]
  calc 2 * Real.pi * |∑ i, mismatch q N k i * (m i : ℝ)|
      ≤ 2 * Real.pi * (1 / (Q : ℝ) * ∑ i, |(m i : ℝ)|) :=
        mul_le_mul_of_nonneg_left hsum Real.two_pi_pos.le
    _ = 2 * Real.pi / Q * ∑ i, |(m i : ℝ)| := by ring
```

The step `lip` obtains the Lipschitz bound from $1 - x^2/2 \le \cos x$ at $x = a - b$:

$$(\cos a - \cos b)^2 \le 2 - 2\cos(a-b) \le (a-b)^2 .$$

The equations `hs` and `e` split the phase as in the derivation, and `Real.cos_add_int_mul_two_pi` removes the whole turns. The triangle inequality then bounds the remaining sum in `hsum`.

## Incommensurate vectors

The gap $\delta$ is built by induction on `B`. Each step compares the previous gap with the distance from $(B+1)x$ to its nearest integer, `round y`, and keeps the smaller. If that distance were zero, $x$ would be a fraction with denominator $B+1$.

```lean
/-- For an irrational wave number `x` and any bound `B`, the mismatches `|N x - k|` with
`1 ≤ N ≤ B` and `k` an integer stay above a positive constant. -/
theorem mismatch_gap {x : ℝ} (hx : Irrational x) (B : ℕ) :
    ∃ δ : ℝ, 0 < δ ∧ ∀ N : ℕ, 1 ≤ N → N ≤ B → ∀ k : ℤ, δ ≤ |(N : ℝ) * x - k| := by
  induction B with
  | zero => exact ⟨1, one_pos, fun N h1 h2 => by omega⟩
  | succ B ih =>
    obtain ⟨δ, hδ, h⟩ := ih
    set y : ℝ := ((B + 1 : ℕ) : ℝ) * x with hy
    have hB : ((B + 1 : ℕ) : ℝ) ≠ 0 := by positivity
    have hne : y - round y ≠ 0 := by
      intro h0
      refine hx ⟨(round y : ℚ) / ((B + 1 : ℕ) : ℚ), ?_⟩
      rw [Rat.cast_div, Rat.cast_intCast, Rat.cast_natCast, div_eq_iff hB]
      linarith
    refine ⟨min δ |y - round y|, lt_min hδ (abs_pos.mpr hne), fun N h1 h2 k => ?_⟩
    rcases Nat.lt_or_ge B N with hN | hN
    · have hNB : N = B + 1 := by omega
      rw [hNB]
      exact (min_le_right _ _).trans (round_le y k)
    · exact (min_le_left _ _).trans (h N h1 hN k)
```

The proof of the next theorem takes $Q = p + 1$, with $p$ chosen so that the tolerance $1/(p+1)$ is below $\delta$. An $N \le B$ would then have a mismatch in component `j` both at least $\delta$ and below it. The existence of the index `j` also ensures $n \ge 1$, which the strict inequality between $n$-th powers requires.

```lean
/-- If some component of `q` is irrational, there are arbitrarily large `N` with an integer
vector `k` such that `|q_i - k_i/N|^n < 1/N^(n+1)` in every component. -/
theorem arbitrarily_large_approximants {n : ℕ} (q : Fin n → ℝ) (j : Fin n)
    (hj : Irrational (q j)) (B : ℕ) :
    ∃ N : ℕ, B < N ∧ ∃ k : Fin n → ℤ, ∀ i,
      |q i - k i / N| ^ n < 1 / (N : ℝ) ^ (n + 1) := by
  obtain ⟨δ, hδ, hgap⟩ := mismatch_gap hj B
  obtain ⟨p, hp⟩ := exists_nat_one_div_lt hδ
  obtain ⟨N, h1, h2, k, hk⟩ := exists_commensurate_approximant q (Nat.succ_pos p)
  have hN : (0 : ℝ) < N := by exact_mod_cast h1
  have hQ : (0 : ℝ) < (p.succ : ℝ) := by exact_mod_cast Nat.succ_pos p
  refine ⟨N, ?_, k, fun i => ?_⟩
  · -- a small `N` would violate the gap of the irrational component
    by_contra hB
    have h3 := hgap N h1 (by omega) (k j)
    have h4 := hk j
    unfold mismatch at h4
    rw [Nat.cast_succ] at h4
    linarith
  · have hn : n ≠ 0 := by
      have := j.isLt
      omega
    have hpow := pow_lt_pow_left₀ (hk i) (abs_nonneg _) hn
    have h2' : (N : ℝ) ≤ (p.succ : ℝ) ^ n := by exact_mod_cast h2
    have hm : (N : ℝ) * |mismatch q N k i| ^ n < 1 := by
      calc (N : ℝ) * |mismatch q N k i| ^ n
          < N * (1 / (p.succ : ℝ)) ^ n := mul_lt_mul_of_pos_left hpow hN
        _ ≤ (p.succ : ℝ) ^ n * (1 / (p.succ : ℝ)) ^ n :=
            mul_le_mul_of_nonneg_right h2' (by positivity)
        _ = 1 := by rw [← mul_pow, mul_one_div_cancel hQ.ne', one_pow]
    have e : q i - k i / N = mismatch q N k i / N := by
      unfold mismatch
      rw [sub_div, mul_div_cancel_left₀ _ hN.ne']
    rw [e, abs_div, abs_of_pos hN, div_pow, div_lt_div_iff₀ (by positivity) (by positivity)]
    calc |mismatch q N k i| ^ n * (N : ℝ) ^ (n + 1)
        = (N : ℝ) ^ n * (N * |mismatch q N k i| ^ n) := by ring
      _ < (N : ℝ) ^ n * 1 := mul_lt_mul_of_pos_left hm (by positivity)
      _ = 1 * (N : ℝ) ^ n := by ring
```

Taking the $n$-th root shows an error below $N^{-(1 + 1/n)}$ in each component, so the guaranteed gain from a larger $N$ weakens as the dimension grows. If all components are rational, the same conclusion holds trivially for $n \ge 1$: multiples of a common denominator have zero mismatch.

## A vector that needs the full $Q^n$

The last theorem takes any admissible `N` and `k` for the special vector and concludes `Q ^ n ≤ N`. Together with the main theorem, this makes $Q^n$ the smallest admissible $N$ for that vector. The bound concerns a repeat length $N$ common to all axes. A single axis may repeat sooner, as axis $i$ does here after $Q^{i+1}$ cells, so the $N \times \dots \times N$ supercell, with its $N^n$ primitive cells, need not be the smallest that fits the wave. A skewed supercell does better in general: the lattice points $r$ for which $\sum_i k_i r_i$ is a multiple of $N$ form a lattice that leaves the wave with wave vector $k/N$ unchanged, and its unit cell holds at most $N$ primitive cells.

```lean
/-- The bound `Q^n` is sharp in every dimension: for `q = (1/Q, 1/Q², ..., 1/Q^n)` with
`Q ≥ 1`, every `N ≥ 1` whose mismatches are all below `1/Q` is at least `Q^n`. -/
theorem supercell_bound_sharp {n Q N : ℕ} (hQ : 1 ≤ Q) (hN : 1 ≤ N) (k : Fin n → ℤ)
    (hk : ∀ i, |mismatch (fun i : Fin n => 1 / (Q : ℝ) ^ (i.val + 1)) N k i| < 1 / (Q : ℝ)) :
    Q ^ n ≤ N := by
  have hQ0 : (0 : ℝ) < Q := by exact_mod_cast hQ
  -- each component forces one more factor `Q` in `N`
  have hdvd : ∀ j : ℕ, j ≤ n → Q ^ j ∣ N := by
    intro j
    induction j with
    | zero => intro _; simp
    | succ j ih =>
      intro hj
      obtain ⟨m, hm⟩ := ih (by omega)
      have h := mul_lt_mul_of_pos_right (hk ⟨j, by omega⟩) hQ0
      have e : mismatch (fun i : Fin n => 1 / (Q : ℝ) ^ (i.val + 1)) N k ⟨j, by omega⟩
          = ((m : ℝ) - Q * k ⟨j, by omega⟩) / Q := by
        simp only [mismatch]
        rw [hm, Nat.cast_mul, Nat.cast_pow, pow_succ]
        field_simp
      rw [e, abs_div, abs_of_pos hQ0, div_mul_cancel₀ _ hQ0.ne',
        div_mul_cancel₀ _ hQ0.ne'] at h
      have hz : |(m : ℤ) - Q * k ⟨j, by omega⟩| < 1 := by exact_mod_cast h
      have h0 := Int.abs_lt_one_iff.mp hz
      have hd : Q ∣ m := Int.natCast_dvd_natCast.mp ⟨k ⟨j, by omega⟩, by linarith⟩
      rw [hm, pow_succ]
      exact mul_dvd_mul_left _ hd
  exact Nat.le_of_dvd hN (hdvd n le_rfl)

end

end CommensurateApproximants
```

The induction `hdvd` carries the divisibility $Q^j \mid N$. The equation `e` rewrites the mismatch of component `j` as $(m - Q k_j)/Q$, and `Int.abs_lt_one_iff` turns the strict bound on an integer into an equality. Since `N` is positive, divisibility by $Q^n$ gives the inequality.

```lean
#print axioms CommensurateApproximants.exists_commensurate_approximant
-- 'CommensurateApproximants.exists_commensurate_approximant' depends on axioms: [propext, Classical.choice, Quot.sound]
#print axioms CommensurateApproximants.modulation_almost_periodic
-- 'CommensurateApproximants.modulation_almost_periodic' depends on axioms: [propext, Classical.choice, Quot.sound]
#print axioms CommensurateApproximants.arbitrarily_large_approximants
-- 'CommensurateApproximants.arbitrarily_large_approximants' depends on axioms: [propext, Classical.choice, Quot.sound]
#print axioms CommensurateApproximants.supercell_bound_sharp
-- 'CommensurateApproximants.supercell_bound_sharp' depends on axioms: [propext, Classical.choice, Quot.sound]
```
